# The lowest \(J=3/2\) level of \(p^3\) at weak spin–orbit coupling and at zero term splitting

Before an intermediate-coupling program for a \(p^3\) configuration is fitted to a spectrum, its \(J=3/2\) block can be run at two settings with known answers. Measure energies from the unperturbed \(^4S\) term and set the electron spin factor to 2. Let \(F\) be the Slater parameter \(F_2\), which is the Slater integral \(F^2(p,p)\) divided by 25, and let \(z\) be the spin–orbit parameter that multiplies \(\mathbf l\cdot\mathbf s\) for each electron, with angular momenta in units of \(\hbar\). At fixed \(F>0\), the lowest eigenvalue divided by \(z^2\) should then approach \(-1/(15F)\) as \(z\) tends to zero. At \(F=0\) and \(z>0\), the lowest eigenvalue should be \(-3z/2\), with \(g=4/3\). These values hold for a single configuration described by these two parameters.

## Three terms coupled by spin–orbit interaction

The terms of \(p^3\) that contain a \(J=3/2\) level are \(^4S\), \(^2D\) and \(^2P\). In this order, with energies measured from the \(^4S\) term, the block is

\[
H=\begin{pmatrix}0&0&z\\ 0&9F&\tfrac{\sqrt5}{2}z\\ z&\tfrac{\sqrt5}{2}z&15F\end{pmatrix}.
\]

Here \(F\) is the Slater parameter usually written \(F_2\), which sets the electrostatic term splitting, and \(z\) is the spin–orbit parameter of the \(p\) shell. The spin–orbit interaction has no diagonal elements in the half-filled shell. It couples \(^4S\) to \(^2P\) and \(^2D\) to \(^2P\), but not \(^4S\) to \(^2D\).

## What is stated

`hamiltonian F z` is this matrix, with rows and columns numbered 0, 1, 2. `levels F z` is the set of real \(E\) for which \(Hv=Ev\) has a nonzero real solution \(v\); as a set, it does not record multiplicities. `lowestLevel F z` is the infimum of that set, and `IsLeast` says that a number belongs to the set and lies below all its other members.

- `lowestLevel_div_sq_tendsto`: for \(F>0\), `lowestLevel F z / z ^ 2` tends to \(-1/(15F)\). The filter `𝓝[≠] 0` means that \(z\) approaches zero from either side without being zero.
- `lowest_level_and_gFactor_zero`: for \(F=0\) and \(z>0\), the least level is \(-3z/2\), and every eigenvector belonging to it has \(g=4/3\).

`gFactor v` is the expectation value of the diagonal matrix of Landé factors, divided by \(v\cdot v\), so `v` need not be normalised. The function `landeG` takes its arguments in the order \(J,L,S\) and uses the electron spin factor 2.

The matrix elements are put in as a definition; they are not derived from the Coulomb and spin–orbit operators. Mixing with other configurations is left out.

## The secular equation

Expanding \(\det(H-E)\) along the first row gives

\[
-E\left[(9F-E)(15F-E)-\tfrac54z^2\right]-z^2(9F-E)=0,
\]

which is the same as

\[
E(E-9F)(E-15F)-\tfrac94z^2E+9Fz^2=0. \tag{1}
\]

## Weak spin–orbit coupling

Let \(F>0\) and \(z\neq0\), and call the left side of (1) \(f(E)\). Then \(f(0)=9Fz^2>0\). Put \(M=3z^2/(20F)\), so that \(15FM=\tfrac94z^2\). Then

\[
\begin{aligned}
f(-M)&=-M(M+9F)(M+15F)+\tfrac94z^2M+9Fz^2\\
&=-M^2(M+9F)-\tfrac94z^2(M+9F)+\tfrac94z^2M+9Fz^2\\
&=-M^2(M+9F)-\tfrac{45}{4}Fz^2<0.
\end{aligned}
\]

Hence there is a level between \(-M\) and \(0\).

It is the only negative one. For a level \(E=-x\) with \(x>0\), equation (1) reads

\[
x(x+9F)(x+15F)=\tfrac94z^2(x+4F).
\]

Let \(-y\) be another negative level. Multiplying the equation for \(x\) by \(y+4F\), the equation for \(y\) by \(x+4F\), and subtracting removes \(z^2\):

\[
(x-y)\left[xy(x+y)+24Fxy+4F(x^2+xy+y^2)+96F^2(x+y)+540F^3\right]=0.
\]

The bracket is positive, so \(x=y\). The negative level is therefore the lowest, and \(-M\le E<0\) forces \(E\to0\) as \(z\to0\). Solving (1) for the ratio gives

\[
\frac{E}{z^2}=-\frac{9F-\tfrac94E}{(9F-E)(15F-E)}\longrightarrow-\frac{9F}{135F^2}=-\frac1{15F}.
\]

Multiplied by \(z^2\), this limit is the second-order shift \(-z^2/(15F)\) of \(^4S\) by \(^2P\), with coupling \(z\) and energy gap \(15F\).

## Zero term splitting

At \(F=0\), equation (1) becomes \(E(E+\tfrac32z)(E-\tfrac32z)=0\), so for \(z>0\) the lowest level is \(-\tfrac32z\). The first two rows of \(Hv=-\tfrac32zv\) give

\[
v_0=-\tfrac23v_2,\qquad v_1=-\tfrac{\sqrt5}{3}v_2 .
\]

Thus \(v\cdot v=(\tfrac49+\tfrac59+1)v_2^2=2v_2^2\), and the normalised weights of \(^4S\), \(^2D\) and \(^2P\) are \(\tfrac29\), \(\tfrac5{18}\) and \(\tfrac12\). With Landé factors \(2\), \(\tfrac45\) and \(\tfrac43\),

\[
g=\tfrac29\cdot2+\tfrac5{18}\cdot\tfrac45+\tfrac12\cdot\tfrac43=\tfrac43 .
\]

## The Lean file

```lean
import Mathlib

open Matrix Filter Topology

namespace PCubedThreeHalves

noncomputable section

/-- The J = 3/2 block of the p³ configuration in the basis (4S, 2D, 2P), with Slater
parameter `F` and spin-orbit parameter `z`; energies are measured from the 4S term. -/
def hamiltonian (F z : ℝ) : Matrix (Fin 3) (Fin 3) ℝ :=
  !![0, 0, z; 0, 9 * F, √5 * z / 2; z, √5 * z / 2, 15 * F]

/-- The energy levels: the eigenvalues of the J = 3/2 block. -/
def levels (F z : ℝ) : Set ℝ :=
  {E | ∃ v : Fin 3 → ℝ, v ≠ 0 ∧ hamiltonian F z *ᵥ v = E • v}

/-- The lowest level, as the infimum of the set of levels. -/
def lowestLevel (F z : ℝ) : ℝ := sInf (levels F z)

/-- The Landé factor of a term with quantum numbers `L`, `S` and `J`, for `J > 0`. -/
def landeG (J L S : ℝ) : ℝ :=
  1 + (J * (J + 1) + S * (S + 1) - L * (L + 1)) / (2 * (J * (J + 1)))

/-- The diagonal matrix of the Landé factors of 4S, 2D and 2P at J = 3/2. -/
def gMatrix : Matrix (Fin 3) (Fin 3) ℝ :=
  diagonal ![landeG (3 / 2) 0 (3 / 2), landeG (3 / 2) 2 (1 / 2), landeG (3 / 2) 1 (1 / 2)]

/-- The g factor of a nonzero state `v`: the normalised expectation value of `gMatrix`. -/
def gFactor (v : Fin 3 → ℝ) : ℝ := (v ⬝ᵥ (gMatrix *ᵥ v)) / (v ⬝ᵥ v)

/-- The Landé factors of 4S, 2D and 2P at J = 3/2 are 2, 4/5 and 4/3. -/
theorem gMatrix_eq : gMatrix = diagonal ![2, 4 / 5, 4 / 3] := by
  have a : landeG (3 / 2) 0 (3 / 2) = 2 := by norm_num [landeG]
  have b : landeG (3 / 2) 2 (1 / 2) = 4 / 5 := by norm_num [landeG]
  have c : landeG (3 / 2) 1 (1 / 2) = 4 / 3 := by norm_num [landeG]
  rw [gMatrix, a, b, c]

/-- The secular equation: the levels are the real roots of a cubic polynomial. -/
theorem mem_levels_iff (F z E : ℝ) : E ∈ levels F z ↔
    E * (E - 9 * F) * (E - 15 * F) - 9 / 4 * z ^ 2 * E + 9 * F * z ^ 2 = 0 := by
  have h5 : √(5 : ℝ) ^ 2 = 5 := Real.sq_sqrt (by norm_num)
  have hdet : (hamiltonian F z - E • (1 : Matrix (Fin 3) (Fin 3) ℝ)).det =
      -(E * (E - 9 * F) * (E - 15 * F) - 9 / 4 * z ^ 2 * E + 9 * F * z ^ 2) := by
    rw [Matrix.det_fin_three]
    simp [hamiltonian]
    linear_combination (E * z ^ 2 / 4) * h5
  have hker : E ∈ levels F z ↔ ∃ v : Fin 3 → ℝ, v ≠ 0 ∧
      (hamiltonian F z - E • (1 : Matrix (Fin 3) (Fin 3) ℝ)) *ᵥ v = 0 :=
    exists_congr fun v => and_congr_right fun _ => by
      rw [Matrix.sub_mulVec, Matrix.smul_mulVec, Matrix.one_mulVec, sub_eq_zero]
  rw [hker, Matrix.exists_mulVec_eq_zero_iff, hdet, neg_eq_zero]

/-- For `F > 0` at most one level lies below the unperturbed 4S energy. -/
theorem negative_level_unique {F z a b : ℝ} (hF : 0 < F) (ha : a ∈ levels F z)
    (hb : b ∈ levels F z) (ha0 : a < 0) (hb0 : b < 0) : a = b := by
  rw [mem_levels_iff] at ha hb
  obtain ⟨x, rfl⟩ : ∃ x, a = -x := ⟨-a, by ring⟩
  obtain ⟨y, rfl⟩ : ∃ y, b = -y := ⟨-b, by ring⟩
  have hx : 0 < x := by linarith
  have hy : 0 < y := by linarith
  -- eliminate the spin-orbit parameter between the two secular equations
  have key : (x - y) * (x * y * (x + y) + 24 * F * x * y + 4 * F * (x ^ 2 + x * y + y ^ 2)
      + 96 * F ^ 2 * (x + y) + 540 * F ^ 3) = 0 := by
    linear_combination (-(y + 4 * F)) * ha + (x + 4 * F) * hb
  rcases mul_eq_zero.mp key with h | h
  · linarith
  · exact absurd h (by positivity)

/-- For `F > 0` and nonzero spin-orbit coupling the lowest level is attained, is negative,
and lies no deeper than `3 z² / (20 F)` below the unperturbed 4S energy. -/
theorem lowestLevel_spec {F z : ℝ} (hF : 0 < F) (hz : z ≠ 0) :
    IsLeast (levels F z) (lowestLevel F z) ∧
      -(3 * z ^ 2 / (20 * F)) ≤ lowestLevel F z ∧ lowestLevel F z < 0 := by
  obtain ⟨M, hMdef⟩ : ∃ M, M = 3 * z ^ 2 / (20 * F) := ⟨_, rfl⟩
  have hM : 0 < M := by rw [hMdef]; positivity
  have hMF : M * F = 3 * z ^ 2 / 20 := by rw [hMdef]; field_simp
  let f : ℝ → ℝ := fun E =>
    E * (E - 9 * F) * (E - 15 * F) - 9 / 4 * z ^ 2 * E + 9 * F * z ^ 2
  have hf : Continuous f := by fun_prop
  have hlow : f (-M) ≤ 0 := by
    have h : f (-M) = -(M ^ 2 * (M + 9 * F) + 45 / 4 * z ^ 2 * F) := by
      simp only [f]
      linear_combination (-15 * (M + 9 * F)) * hMF
    rw [h]
    exact neg_nonpos.mpr (by positivity)
  have hzero : 0 < f 0 := by
    have h : f 0 = 9 * F * z ^ 2 := by simp only [f]; ring
    rw [h]
    positivity
  -- the secular polynomial changes sign between -M and 0
  obtain ⟨E, ⟨h1, h2⟩, hE⟩ := intermediate_value_Icc (by linarith : -M ≤ 0)
    hf.continuousOn ⟨hlow, hzero.le⟩
  have hneg : E < 0 := by
    refine lt_of_le_of_ne h2 fun h => ?_
    rw [h] at hE
    linarith
  have hmem : E ∈ levels F z := (mem_levels_iff F z E).mpr hE
  have hleast : IsLeast (levels F z) E := by
    refine ⟨hmem, fun E' hE' => ?_⟩
    by_contra hlt
    have hlt' : E' < E := not_le.mp hlt
    exact hlt'.ne (negative_level_unique hF hE' hmem (hlt'.trans hneg) hneg)
  have heq : lowestLevel F z = E := hleast.csInf_eq
  rw [heq, ← hMdef]
  exact ⟨hleast, h1, hneg⟩

/-- Weak spin-orbit coupling: for `F > 0` the lowest level divided by `z²` tends to
`-1 / (15 F)` as `z` tends to zero. -/
theorem lowestLevel_div_sq_tendsto {F : ℝ} (hF : 0 < F) :
    Tendsto (fun z => lowestLevel F z / z ^ 2) (𝓝[≠] 0) (𝓝 (-1 / (15 * F))) := by
  -- the level itself tends to zero
  have hbound : Tendsto (fun z : ℝ => -(3 * z ^ 2 / (20 * F))) (𝓝[≠] 0) (𝓝 0) := by
    have hc : Continuous (fun z : ℝ => -(3 * z ^ 2 / (20 * F))) := by fun_prop
    exact (hc.tendsto' 0 0 (by simp)).mono_left nhdsWithin_le_nhds
  have hE0 : Tendsto (fun z => lowestLevel F z) (𝓝[≠] 0) (𝓝 0) := by
    refine tendsto_of_tendsto_of_tendsto_of_le_of_le' hbound tendsto_const_nhds ?_ ?_
    · filter_upwards [self_mem_nhdsWithin] with z hz
      exact (lowestLevel_spec hF hz).2.1
    · filter_upwards [self_mem_nhdsWithin] with z hz
      exact (lowestLevel_spec hF hz).2.2.le
  -- the secular equation gives the ratio as a continuous function of the level
  have hne : (9 * F - 0) * (15 * F - 0) ≠ 0 := by
    rw [sub_zero, sub_zero]
    positivity
  have hG : ContinuousAt
      (fun E : ℝ => -(9 * F - 9 / 4 * E) / ((9 * F - E) * (15 * F - E))) 0 :=
    ContinuousAt.div (by fun_prop) (by fun_prop) hne
  have hval : -(9 * F - 9 / 4 * 0) / ((9 * F - 0) * (15 * F - 0)) = -1 / (15 * F) := by
    rw [div_eq_div_iff hne (by positivity)]
    ring
  have h := hG.tendsto.comp hE0
  rw [hval] at h
  refine h.congr' ?_
  filter_upwards [self_mem_nhdsWithin] with z hz
  have hz' : z ≠ 0 := hz
  obtain ⟨hl, -, hneg⟩ := lowestLevel_spec hF hz'
  have hs := (mem_levels_iff F z _).mp hl.1
  have h9 : 0 < 9 * F - lowestLevel F z := by linarith
  have h15 : 0 < 15 * F - lowestLevel F z := by linarith
  simp only [Function.comp_apply]
  rw [div_eq_div_iff (mul_pos h9 h15).ne' (pow_ne_zero 2 hz')]
  linear_combination -hs

/-- Without electrostatic splitting the levels are `-3z/2`, `0` and `3z/2`. -/
theorem levels_zero (z : ℝ) : levels 0 z = {-(3 * z / 2), 0, 3 * z / 2} := by
  ext E
  rw [mem_levels_iff]
  simp only [Set.mem_insert_iff, Set.mem_singleton_iff]
  constructor
  · intro h
    have h' : E * ((E + 3 * z / 2) * (E - 3 * z / 2)) = 0 := by linear_combination h
    rcases mul_eq_zero.mp h' with h | h
    · exact Or.inr (Or.inl h)
    · rcases mul_eq_zero.mp h with h | h
      · exact Or.inl (by linarith)
      · exact Or.inr (Or.inr (by linarith))
  · rintro (rfl | rfl | rfl) <;> ring

/-- For `F = 0` and `z > 0` the lowest level is `-3z/2`, and each of its eigenvectors has
g factor 4/3. -/
theorem lowest_level_and_gFactor_zero {z : ℝ} (hz : 0 < z) :
    IsLeast (levels 0 z) (-(3 * z / 2)) ∧
      ∀ v : Fin 3 → ℝ, v ≠ 0 → hamiltonian 0 z *ᵥ v = (-(3 * z / 2)) • v →
        gFactor v = 4 / 3 := by
  constructor
  · rw [levels_zero]
    refine ⟨by simp, ?_⟩
    rintro E (rfl | rfl | rfl) <;> linarith
  · intro v hv h
    have h5 : √(5 : ℝ) ^ 2 = 5 := Real.sq_sqrt (by norm_num)
    have e0 : (hamiltonian 0 z *ᵥ v) 0 = z * v 2 := by
      simp [hamiltonian, Matrix.mulVec, dotProduct, Fin.sum_univ_three]
    have e1 : (hamiltonian 0 z *ᵥ v) 1 = √5 * z / 2 * v 2 := by
      simp [hamiltonian, Matrix.mulVec, dotProduct, Fin.sum_univ_three]
    rw [h, Pi.smul_apply, smul_eq_mul] at e0 e1
    -- the 4S and 2D amplitudes in terms of the 2P amplitude
    have a0 : v 0 = -(2 / 3) * v 2 :=
      mul_left_cancel₀ hz.ne' (by linear_combination (-2 / 3) * e0)
    have a1 : v 1 = -(√5 / 3) * v 2 :=
      mul_left_cancel₀ hz.ne' (by linear_combination (-2 / 3) * e1)
    have h2 : v 2 ≠ 0 := by
      intro h2
      apply hv
      ext i
      fin_cases i <;> simp [a0, a1, h2]
    have hn : v ⬝ᵥ (gMatrix *ᵥ v) = 8 / 3 * v 2 ^ 2 := by
      rw [gMatrix_eq]
      simp only [dotProduct, Matrix.mulVec_diagonal, Fin.sum_univ_three]
      simp only [Matrix.cons_val]
      rw [a0, a1]
      linear_combination (4 / 45 * v 2 ^ 2) * h5
    have hd : v ⬝ᵥ v = 2 * v 2 ^ 2 := by
      simp only [dotProduct, Fin.sum_univ_three]
      rw [a0, a1]
      linear_combination (v 2 ^ 2 / 9) * h5
    rw [gFactor, hn, hd, div_eq_iff (by positivity)]
    ring

end

end PCubedThreeHalves
```

```lean
#print axioms PCubedThreeHalves.lowestLevel_div_sq_tendsto
-- 'PCubedThreeHalves.lowestLevel_div_sq_tendsto' depends on axioms: [propext, Classical.choice, Quot.sound]
#print axioms PCubedThreeHalves.lowest_level_and_gFactor_zero
-- 'PCubedThreeHalves.lowest_level_and_gFactor_zero' depends on axioms: [propext, Classical.choice, Quot.sound]
```

## How the proof follows the derivation

`gMatrix_eq` evaluates the three Landé factors. `mem_levels_iff` proves (1): it rewrites the eigenvalue equation as \((H-E)v=0\), uses the fact that a nonzero solution exists exactly when the determinant vanishes, and expands the determinant. The square root disappears through `h5`, which says \(\sqrt5^{\,2}=5\).

`negative_level_unique` carries out the elimination of \(z^2\). The coefficients given to `linear_combination` are the multipliers \(y+4F\) and \(x+4F\), up to sign, and `positivity` shows that the bracket is not zero.

`lowestLevel_spec` computes the signs of \(f(-M)\) and \(f(0)\) and obtains the root from the intermediate value theorem. A level below this root would be a second negative level, which the previous lemma excludes. The infimum is therefore attained at the root.

`lowestLevel_div_sq_tendsto` first squeezes the level between \(-M\) and \(0\). It then composes this limit with the formula for \(E/z^2\), which is continuous in \(E\) at zero. The last lines check, for each \(z\neq0\), that the formula equals the ratio; this is (1) after clearing denominators.

`levels_zero` factors the cubic at \(F=0\). In `lowest_level_and_gFactor_zero`, `e0` and `e1` are the first two rows of the eigenvalue equation, and `a0` and `a1` are the amplitudes solved from them. If \(v_2\) were zero the whole vector would vanish, so the norm `hd` can be divided out. The numerator `hn` is \(\tfrac83v_2^2\), and its quotient by \(2v_2^2\) is \(\tfrac43\).
